# A Larger Basis Can Raise the Occupied Orbital Energy: A Two-Electron Closed-Shell Model

In closed-shell Hartree-Fock theory, adding functions to a basis never raises the minimum total energy. Anyone who carries this rule over to the occupied orbital energy $e$ will take a rising $e$ for a faulty calculation, and will trust the small-basis Koopmans estimate $-e$ of the ionization energy as a lower bound on its large-basis value. Both conclusions can be wrong. In the model below, with two electrons in one real orbital, two basis functions and prescribed integrals, the minimum energy falls from $1$ to $1/2$ while $e$ rises from $1$ to $3/2$.

## One doubly occupied orbital

```lean
import Mathlib

open Matrix

namespace RoothaanBasisEnlargement

noncomputable section

variable {n : Type*} [Fintype n]
```

The finite type `n` labels the basis functions. They are taken as orthonormal, so the overlap matrix is the identity.

```lean
/-- The expectation value of the one-electron core Hamiltonian `h` in the real orbital `v`. -/
def core (h : Matrix n n ℝ) (v : n → ℝ) : ℝ :=
  ∑ i, ∑ j, v i * h i j * v j
```

For a real orbital with coefficients $v_i$, this is $\langle h\rangle=\sum_{ij}v_ih_{ij}v_j$, where $h$ holds the kinetic energy and nuclear attraction.

```lean
/-- The Coulomb repulsion `(vv|vv)` of two electrons in the orbital `v`, where `g i j k l`
is the two-electron integral `(ij|kl)`. -/
def repulsion (g : n → n → n → n → ℝ) (v : n → ℝ) : ℝ :=
  ∑ i, ∑ j, ∑ k, ∑ l, g i j k l * (v i * v j * v k * v l)
```

This is $(vv|vv)=\sum_{ijkl}(ij|kl)\,v_iv_jv_kv_l$, in chemists' notation: $i,j$ belong to one electron and $k,l$ to the other.

```lean
/-- The closed-shell energy of two electrons in the orbital `v`. -/
def energy (h : Matrix n n ℝ) (g : n → n → n → n → ℝ) (v : n → ℝ) : ℝ :=
  2 * core h v + repulsion g v
```

The electronic energy is $E=2\langle h\rangle+(vv|vv)$, without nuclear repulsion.

```lean
/-- The closed-shell Fock matrix, core plus twice Coulomb minus exchange, built from the
doubly occupied orbital `v`. -/
def fock (h : Matrix n n ℝ) (g : n → n → n → n → ℝ) (v : n → ℝ) : Matrix n n ℝ :=
  Matrix.of fun i j => h i j + ∑ k, ∑ l, (2 * g i j k l - g i k j l) * (v k * v l)
```

In components, $F_{ij}=h_{ij}+\sum_{kl}[2(ij|kl)-(ik|jl)]v_kv_l$.

```lean
/-- The orbital energy of `v`: the expectation value of its own Fock matrix. -/
def orbitalEnergy (h : Matrix n n ℝ) (g : n → n → n → n → ℝ) (v : n → ℝ) : ℝ :=
  v ⬝ᵥ (fock h g v *ᵥ v)
```

Here $e=v^{T}Fv$ is defined for any $v$. If $v$ is normalized and solves $Fv=\lambda v$, then $e$ is the eigenvalue $\lambda$; for other $v$ it need not be an eigenvalue of $F$.

```lean
/-- The orbital `v` is normalized in the orthonormal basis and has the least closed-shell
energy among all normalized real orbitals. -/
def IsMinimizer (h : Matrix n n ℝ) (g : n → n → n → n → ℝ) (v : n → ℝ) : Prop :=
  v ⬝ᵥ v = 1 ∧ ∀ w : n → ℝ, w ⬝ᵥ w = 1 → energy h g v ≤ energy h g w
```

A minimizer is normalized, and no normalized real orbital has lower energy.

## Two functions with prescribed integrals

```lean
/-- The core Hamiltonian of the model in its two orthonormal basis functions. -/
def hModel : Matrix (Fin 2) (Fin 2) ℝ := !![0, 0; 0, -2]
```

Lean counts from 0, so the functions are 0 and 1. Function 1 is the more strongly bound, with core energy $-2$ against $0$; the energy unit is arbitrary.

```lean
/-- The two-electron integrals `(ij|kl)` of the model: 1, 5 and 3/2 between the densities of
the basis functions, 1/4 for the overlap density with itself, and 0 otherwise. -/
def gModel (i j k l : Fin 2) : ℝ :=
  if i = j then (if k = l then !![1, 3 / 2; 3 / 2, 5] i k else 0)
  else (if k = l then 0 else 1 / 4)
```

Function 1 also repels itself more, $5$ against $1$, as a compact charge cloud would. The two clouds repel with $3/2$, and the overlap density repels itself with $1/4$. These numbers are postulated: that actual spatial functions in a nuclear potential produce them is the step left open between model and molecule.

```lean
/-- For two electrons in one orbital, the orbital energy is the total energy minus one
core expectation value. -/
theorem orbitalEnergy_eq_energy_sub_core (h : Matrix n n ℝ) (g : n → n → n → n → ℝ)
    (v : n → ℝ) : orbitalEnergy h g v = energy h g v - core h v := by
  -- exchange of an orbital with itself equals its Coulomb repulsion
  have hx : ∑ i, ∑ j, ∑ k, ∑ l, g i k j l * (v i * v j * v k * v l)
      = ∑ i, ∑ j, ∑ k, ∑ l, g i j k l * (v i * v j * v k * v l) := by
    refine Finset.sum_congr rfl fun i _ => ?_
    rw [Finset.sum_comm]
    exact Finset.sum_congr rfl fun j _ => Finset.sum_congr rfl fun k _ =>
      Finset.sum_congr rfl fun l _ => by ring
  have hF : ∀ i j, v i * (fock h g v i j * v j) = v i * h i j * v j
      + (2 * ∑ k, ∑ l, g i j k l * (v i * v j * v k * v l)
        - ∑ k, ∑ l, g i k j l * (v i * v j * v k * v l)) := by
    intro i j
    simp only [fock, Matrix.of_apply, add_mul, mul_add, Finset.mul_sum, Finset.sum_mul,
      ← Finset.sum_sub_distrib]
    congr 1
    · ring
    · exact Finset.sum_congr rfl fun k _ => Finset.sum_congr rfl fun l _ => by ring
  simp only [orbitalEnergy, dotProduct, Matrix.mulVec, Finset.mul_sum]
  simp only [hF, Finset.sum_add_distrib, Finset.sum_sub_distrib, ← Finset.mul_sum]
  rw [hx]
  unfold energy core repulsion
  ring
```

By hand, $e=\langle h\rangle+2(vv|vv)-\sum_{ijkl}(ik|jl)v_iv_jv_kv_l$. Renaming $j\leftrightarrow k$ turns the last sum into $(vv|vv)$, so $e=\langle h\rangle+(vv|vv)=E-\langle h\rangle$. In Lean, such a renaming is an exchange of two sums, `Finset.sum_comm`, and `hF` expands the Fock matrix.

```lean
/-- The model repulsion is nonnegative: every real charge distribution `p` over products of
basis functions has nonnegative self-repulsion. -/
theorem model_repulsion_nonneg (p : Fin 2 → Fin 2 → ℝ) :
    0 ≤ ∑ i, ∑ j, ∑ k, ∑ l, p i j * gModel i j k l * p k l := by
  have h : ∑ i, ∑ j, ∑ k, ∑ l, p i j * gModel i j k l * p k l
      = (p 0 0 + 3 / 2 * p 1 1) ^ 2 + 11 / 4 * p 1 1 ^ 2
        + 1 / 4 * (p 0 1 + p 1 0) ^ 2 := by
    simp [gModel, Fin.sum_univ_two]
    ring
  rw [h]
  positivity
```

Coulomb self-repulsion must not be negative. For coefficients $p_{ij}$ of the products of basis functions, the sum is
$$(p_{00}+\tfrac32p_{11})^2+\tfrac{11}{4}p_{11}^2+\tfrac14(p_{01}+p_{10})^2\ge0.$$

```lean
/-- The model energy as a polynomial in the two orbital coefficients. -/
theorem energy_model (v : Fin 2 → ℝ) : energy hModel gModel v =
    -4 * v 1 ^ 2 + v 0 ^ 4 + 4 * v 0 ^ 2 * v 1 ^ 2 + 5 * v 1 ^ 4 := by
  simp [energy, core, repulsion, hModel, gModel, Fin.sum_univ_two]
  ring
```

The core part gives $2\langle h\rangle=-4v_1^2$. In the repulsion, the coefficient of $v_0^2v_1^2$ is $2\cdot\tfrac32+4\cdot\tfrac14=4$. Hence $E=-4v_1^2+v_0^4+4v_0^2v_1^2+5v_1^4$.

```lean
/-- In the model the orbital energy exceeds the total energy by twice the squared coefficient
of the second basis function. -/
theorem orbitalEnergy_model (v : Fin 2 → ℝ) :
    orbitalEnergy hModel gModel v = energy hModel gModel v + 2 * v 1 ^ 2 := by
  have hc : core hModel v = -2 * v 1 ^ 2 := by
    simp [core, hModel, Fin.sum_univ_two]
    ring
  rw [orbitalEnergy_eq_energy_sub_core, hc]
  ring
```

Since $\langle h\rangle=-2v_1^2$, the general identity gives $e=E+2v_1^2$.

## The energy falls and the orbital energy rises

```lean
/-- On normalized orbitals the model energy is 1/2 plus a square. -/
theorem energy_normalized {v : Fin 2 → ℝ} (hv : v ⬝ᵥ v = 1) :
    energy hModel gModel v = 1 / 2 + 2 * (v 1 ^ 2 - 1 / 2) ^ 2 := by
  simp only [dotProduct, Fin.sum_univ_two] at hv
  have h0 : v 0 ^ 2 = 1 - v 1 ^ 2 := by linear_combination hv
  have h4 : v 0 ^ 4 = (1 - v 1 ^ 2) ^ 2 := by rw [← h0]; ring
  rw [energy_model, h4, h0]
  ring
```

Put $x=v_1^2$ and $v_0^2=1-x$. Then
$$E=-4x+(1-x)^2+4x(1-x)+5x^2=1-2x+2x^2=\tfrac12+2(x-\tfrac12)^2.$$

```lean
/-- The minimizers of the model energy are exactly the orbitals with equal weight 1/2 on both
basis functions. -/
theorem isMinimizer_iff (v : Fin 2 → ℝ) :
    IsMinimizer hModel gModel v ↔ v 0 ^ 2 = 1 / 2 ∧ v 1 ^ 2 = 1 / 2 := by
  constructor
  · rintro ⟨hn, hm⟩
    -- compare with the equal-weight orbital, whose energy is 1/2
    have ht : √(1 / 2 : ℝ) ^ 2 = 1 / 2 := Real.sq_sqrt (by norm_num)
    have hw : (fun _ : Fin 2 => √(1 / 2 : ℝ)) ⬝ᵥ (fun _ => √(1 / 2 : ℝ)) = 1 := by
      simp only [dotProduct, Fin.sum_univ_two]
      linear_combination 2 * ht
    have hle := hm _ hw
    rw [energy_normalized hn, energy_normalized hw, ht] at hle
    have hz : (v 1 ^ 2 - 1 / 2) ^ 2 = 0 :=
      le_antisymm (by linarith) (sq_nonneg _)
    have h1 : v 1 ^ 2 - 1 / 2 = 0 := (pow_eq_zero_iff two_ne_zero).1 hz
    simp only [dotProduct, Fin.sum_univ_two] at hn
    exact ⟨by linear_combination hn - h1, by linear_combination h1⟩
  · rintro ⟨h0, h1⟩
    have hn : v ⬝ᵥ v = 1 := by
      simp only [dotProduct, Fin.sum_univ_two]
      linear_combination h0 + h1
    refine ⟨hn, fun w hw => ?_⟩
    rw [energy_normalized hn, energy_normalized hw, h1]
    nlinarith [sq_nonneg (w 1 ^ 2 - 1 / 2)]
```

The square vanishes exactly at $x=1/2$, so the minimizers have $v_0^2=v_1^2=1/2$. For the forward direction, Lean compares $v$ with the orbital $(\sqrt{1/2},\sqrt{1/2})$, which forces the square to be zero.

```lean
/-- Every minimizer solves the Roothaan-Hall equation with eigenvalue 3/2, and the orbital
orthogonal to it solves the same equation with eigenvalue 9/4. -/
theorem roothaan_of_isMinimizer {v : Fin 2 → ℝ} (hv : IsMinimizer hModel gModel v) :
    fock hModel gModel v *ᵥ v = (3 / 2 : ℝ) • v ∧
    fock hModel gModel v *ᵥ ![-v 1, v 0] = (9 / 4 : ℝ) • ![-v 1, v 0] := by
  obtain ⟨h0, h1⟩ := (isMinimizer_iff v).1 hv
  -- the four entries of the Fock matrix
  have f00 : fock hModel gModel v 0 0 = v 0 ^ 2 + 11 / 4 * v 1 ^ 2 := by
    simp [fock, hModel, gModel, Fin.sum_univ_two]
    ring
  have f01 : fock hModel gModel v 0 1 = -3 / 4 * v 0 * v 1 := by
    simp [fock, hModel, gModel, Fin.sum_univ_two]
    ring
  have f10 : fock hModel gModel v 1 0 = -3 / 4 * v 0 * v 1 := by
    simp [fock, hModel, gModel, Fin.sum_univ_two]
    ring
  have f11 : fock hModel gModel v 1 1 = -2 + 11 / 4 * v 0 ^ 2 + 5 * v 1 ^ 2 := by
    simp [fock, hModel, gModel, Fin.sum_univ_two]
    ring
  constructor <;> refine funext (Fin.forall_fin_two.2 ⟨?_, ?_⟩) <;>
    simp only [Matrix.mulVec, dotProduct, Fin.sum_univ_two, Pi.smul_apply, smul_eq_mul,
      Matrix.cons_val_zero, Matrix.cons_val_one, f00, f01, f10, f11]
  · linear_combination v 0 * h0 + 2 * v 0 * h1
  · linear_combination 2 * v 1 * h0 + 5 * v 1 * h1
  · linear_combination -(7 / 4) * v 1 * h0 - 11 / 4 * v 1 * h1
  · linear_combination 11 / 4 * v 0 * h0 + 23 / 4 * v 0 * h1
```

At a minimizer both diagonal entries of $F$ are $15/8$, and the off-diagonal ones are $-\tfrac34v_0v_1$. The first component of $Fv$ is $\tfrac{15}{8}v_0-\tfrac34v_0v_1^2=\tfrac32v_0$, and the second works alike. The orthogonal orbital $(-v_1,v_0)$ has eigenvalue $\tfrac{15}{8}+\tfrac38=\tfrac94$, so the occupied orbital is the lowest. Each `linear_combination` checks one component from $v_0^2=v_1^2=1/2$.

```lean
/-- A normalized orbital `u` in the first basis function alone has total and orbital energy 1;
every minimizer `v` in the full basis has total energy 1/2 and orbital energy 3/2. -/
theorem enlarging_basis_raises_orbitalEnergy {u v : Fin 2 → ℝ} (hu : u ⬝ᵥ u = 1)
    (hu1 : u 1 = 0) (hv : IsMinimizer hModel gModel v) :
    (energy hModel gModel u = 1 ∧ orbitalEnergy hModel gModel u = 1) ∧
    (energy hModel gModel v = 1 / 2 ∧ orbitalEnergy hModel gModel v = 3 / 2) := by
  have h1 := ((isMinimizer_iff v).1 hv).2
  have eu : energy hModel gModel u = 1 := by
    rw [energy_normalized hu, hu1]
    norm_num
  have ev : energy hModel gModel v = 1 / 2 := by
    rw [energy_normalized hv.1, h1]
    norm_num
  refine ⟨⟨eu, ?_⟩, ev, ?_⟩
  · rw [orbitalEnergy_model, eu, hu1]
    norm_num
  · rw [orbitalEnergy_model, ev, h1]
    norm_num

end

end RoothaanBasisEnlargement
```

The one-function basis appears as the condition $u_1=0$. Normalization then gives $E=1+0$ and $e=1$. For a minimizer $v$ of the full basis, $v_1^2=1/2$ gives $E=1/2$ and $e=1/2+1=3/2$. The core expectation value drops by $1$ but $E$ only by $1/2$, and $e=E-\langle h\rangle$ rises by the difference. Both values of $e$ are positive, so the Koopmans estimate $-e$ is negative and the model as it stands does not describe bound electrons. Subtracting $3$ from both diagonal entries of $h$ cures this: on normalized orbitals it lowers every $E$ by $6$ and every $e$ by $3$, so the minimizers stay the same, $E$ falls from $-5$ to $-11/2$, and $e$ rises from $-2$ to $-3/2$.

Suppose `hv` asked only for a normalized solution of the Roothaan-Hall equation. Then $v=(1,0)$ would qualify: its Fock matrix is diagonal with entries $1$ and $3/4$, so $Fv=v$ and $E=e=1$. Self-consistency alone therefore does not give the rise.

The minimum here is over real, doubly occupied orbitals. With the original $h$, the complex orbital $(1,i)/\sqrt2$ has the lower energy $E=1/4$, and its $e=5/4$ is still above $1$. One electron in each basis function with parallel spins has energy $-2+\tfrac32-\tfrac14=-\tfrac34$, lower again, so the closed-shell minimizer is not the ground state of this model.

```lean
#print axioms RoothaanBasisEnlargement.model_repulsion_nonneg
-- 'RoothaanBasisEnlargement.model_repulsion_nonneg' depends on axioms: [propext, Classical.choice, Quot.sound]
#print axioms RoothaanBasisEnlargement.roothaan_of_isMinimizer
-- 'RoothaanBasisEnlargement.roothaan_of_isMinimizer' depends on axioms: [propext, Classical.choice, Quot.sound]
#print axioms RoothaanBasisEnlargement.enlarging_basis_raises_orbitalEnergy
-- 'RoothaanBasisEnlargement.enlarging_basis_raises_orbitalEnergy' depends on axioms: [propext, Classical.choice, Quot.sound]
```
